# Tetrahedral centre with \(k\) substituent types: \((k^4+11k^2)/12\) structures distinct under rotation, including \(\binom{k}{4}\) enantiomer pairs

If each of the four sites of a tetrahedral centre can carry any of \(k\) types of achiral substituent, there should be \((k^4+11k^2)/12\) arrangements distinct under rotation. If mirror images are also identified, \(\binom{k+3}{4}\) should remain, and the difference \(\binom{k}{4}\) should count the enantiomer pairs, which need four different substituents. I can check this for small \(k\) by listing molecules, but I would like a rigorous argument for every \(k\), with chirality defined by the mirror image and not by the rule "four different groups", and I would like it checked by machine. Can this be done in Lean?

## Orbits, fixed colourings and mirror images

Yes. For every natural number \(k\), the number \(N\) of rotation classes satisfies \(12N=k^4+11k^2\), the number of classes under all site permutations is \(\binom{k+3}{4}\), and \(N\) exceeds it by the number of enantiomer pairs, \(\binom{k}{4}\).

Number the sites \(0,1,2,3\). A colouring \(f\) assigns to each site \(i\) a substituent type \(f(i)\), so there are \(k^4\) colourings. A permutation \(\sigma\) of the sites carries the substituents along: \((\sigma f)(i)=f(\sigma^{-1}i)\). The rotations of a tetrahedron permute its vertices by the 12 even permutations, the group \(A_4\). The six reflections and six rotation-reflections supply the 12 odd permutations, which completes the 24 elements of \(S_4\).

A colouring is unchanged by \(\sigma\) exactly when it is constant on each cycle of \(\sigma\). One free choice per cycle gives \(k^{c(\sigma)}\) such colourings, where \(c(\sigma)\) is the number of cycles, with fixed sites included. Burnside's lemma says that the number of classes under a group \(H\) is the average of this quantity over \(H\):

\[
\#\text{classes}\cdot |H|=\sum_{\sigma\in H}k^{c(\sigma)} .
\]

In \(A_4\), the identity has four cycles. The eight rotations by \(\pm120^\circ\) and the three by \(180^\circ\) have two cycles each. Hence

\[
12N=k^4+11k^2 .
\]

In \(S_4\) there are also six exchanges of two sites, with three cycles each, and six four-cycles, with one cycle each. The sum becomes

\[
k^4+6k^3+11k^2+6k=k(k+1)(k+2)(k+3)=24\binom{k+3}{4},
\]

and division by 24 gives \(\binom{k+3}{4}\) classes.

For chirality, take the reflection in the plane through the centre and sites 2 and 3. It acts as the exchange \((0\,1)\). Call \(f\) chiral if no rotation carries \(f\) to \((0\,1)f\).

- Suppose that \(f(i)=f(j)\) with \(i\ne j\). Then \((i\,j)f=f\), so the even permutation \((0\,1)(i\,j)\) carries \(f\) to its mirror image, and \(f\) is achiral.
- Suppose that all four values are different. Then \(\sigma f=(0\,1)f\) forces \(\sigma=(0\,1)\), which is odd and so is not a rotation. Thus \(f\) is chiral.

Up to permutation of the sites, a chiral colouring is just its set of four types, so there are \(\binom{k}{4}\) chiral \(S_4\) classes. Each has 24 members, which rotations divide into two classes of 12, the two enantiomers. An achiral \(S_4\) class is a single rotation class, because every odd permutation is a rotation times \((0\,1)\). This accounts for the difference between the counts. It also follows from algebra, since the odd powers of \(k\) cancel in

\[
\frac{k(k+1)(k+2)(k+3)+k(k-1)(k-2)(k-3)}{24}=\frac{k^4+11k^2}{12}.
\]

The smallest case with a chiral centre is \(k=4\): there are 36 rotation classes, 35 classes under all permutations, and one enantiomer pair. With the types H, F, Cl and Br on carbon, the pair is the two forms of CHFClBr. For \(k\le 3\) the two class counts agree.

Here is the complete Lean file.

```lean
import Mathlib

open Equiv

namespace TetrahedralIsomers

/-- An assignment of one of `k` substituent types to each of the four sites of a
tetrahedral centre. -/
def Colouring (k : ℕ) : Type := Fin 4 → Fin k

instance (k : ℕ) : Finite (Colouring k) := inferInstanceAs (Finite (Fin 4 → Fin k))

/-- A permutation of the sites carries the substituents along with it. -/
instance (k : ℕ) : MulAction (Perm (Fin 4)) (Colouring k) where
  smul σ f := fun i => f (σ⁻¹ i)
  one_smul _ := rfl
  mul_smul _ _ _ := rfl

/-- Colourings up to the site permutations in the group `H`. -/
abbrev Classes (H : Subgroup (Perm (Fin 4))) (k : ℕ) : Type :=
  Quotient (MulAction.orbitRel H (Colouring k))

/-- The mirror image in the plane through sites 2 and 3, which exchanges sites 0 and 1. -/
def mirror {k : ℕ} (f : Colouring k) : Colouring k := swap (0 : Fin 4) 1 • f

/-- A colouring is chiral if no rotation (even permutation of the sites) carries it to its
mirror image. -/
def IsChiral {k : ℕ} (f : Colouring k) : Prop :=
  ∀ σ ∈ alternatingGroup (Fin 4), σ • f ≠ mirror f

/-- The classes under all site permutations that contain a chiral colouring. -/
def enantiomerPairs (k : ℕ) : Set (Classes ⊤ k) :=
  {q | ∃ f : Colouring k, IsChiral f ∧ Quotient.mk _ f = q}

/-- The lowest-numbered site in the cycle of `σ` through site `i`. -/
def rep (σ : Perm (Fin 4)) (i : Fin 4) : Fin 4 :=
  min (min i (σ i)) (min (σ (σ i)) (σ (σ (σ i))))

/-- The number of cycles of a site permutation, fixed sites included. -/
def cycles (σ : Perm (Fin 4)) : ℕ := Fintype.card {i : Fin 4 // rep σ i = i}

/-- A site permutation leaves `k ^ c` colourings unchanged, where `c` is its number of cycles. -/
theorem card_fixed (k : ℕ) (σ : Perm (Fin 4)) :
    Nat.card (MulAction.fixedBy (Colouring k) σ) = k ^ cycles σ := by
  have h1 : ∀ (τ : Perm (Fin 4)) (i : Fin 4), rep τ (τ i) = rep τ i := by decide +kernel
  have h2 : ∀ (τ : Perm (Fin 4)) (i : Fin 4), rep τ (rep τ i) = rep τ i := by decide +kernel
  have h3 : ∀ (τ : Perm (Fin 4)) (i : Fin 4), rep τ i = i ∨ rep τ i = τ i ∨
      rep τ i = τ (τ i) ∨ rep τ i = τ (τ (τ i)) := by decide +kernel
  -- a fixed colouring is the same thing as a free choice on one site per cycle
  let e : MulAction.fixedBy (Colouring k) σ ≃ ({i : Fin 4 // rep σ i = i} → Fin k) :=
    { toFun := fun f i => f.1 i.1
      invFun := fun g => ⟨fun i => g ⟨rep σ i, h2 σ i⟩, by
        refine funext fun i => congrArg g (Subtype.ext ?_)
        have a : σ (σ⁻¹ i) = i := σ.apply_symm_apply i
        have b := h1 σ (σ⁻¹ i)
        rw [a] at b
        exact b.symm⟩
      left_inv := fun f => by
        refine Subtype.ext (funext fun i => ?_)
        have hf : ∀ j, f.1 (σ j) = f.1 j := fun j => by
          have a : f.1 (σ⁻¹ (σ j)) = f.1 (σ j) :=
            congrArg (fun g : Colouring k => g (σ j)) f.2
          have b : σ⁻¹ (σ j) = j := σ.symm_apply_apply j
          rw [b] at a
          exact a.symm
        show f.1 (rep σ i) = f.1 i
        rcases h3 σ i with h | h | h | h <;> rw [h] <;> simp only [hf]
      right_inv := fun g => funext fun i => congrArg g (Subtype.ext i.2) }
  exact (Nat.card_congr e).trans
    (by rw [Nat.card_eq_fintype_card, Fintype.card_fun, Fintype.card_fin, cycles])

/-- Burnside counting for a group `H` of site permutations, listed as the finite set `S`:
the number of classes times the group order is the sum of `k ^ cycles` over the group. -/
theorem burnside (k : ℕ) (H : Subgroup (Perm (Fin 4))) (S : Finset (Perm (Fin 4)))
    (hS : ∀ σ, σ ∈ S ↔ σ ∈ H) :
    Nat.card (Classes H k) * S.card = ((S.val.map cycles).map (fun c => k ^ c)).sum := by
  classical
  let _ : Fintype H := Fintype.ofFinite H
  let _ : ∀ σ : H, Fintype (MulAction.fixedBy (Colouring k) σ) := fun _ => Fintype.ofFinite _
  let _ : Fintype (Quotient (MulAction.orbitRel H (Colouring k))) := Fintype.ofFinite _
  have hb := MulAction.sum_card_fixedBy_eq_card_orbits_mul_card_group H (Colouring k)
  have hc : Fintype.card H = S.card := Fintype.card_of_subtype S hS
  have hq : Nat.card (Classes H k) =
      Fintype.card (Quotient (MulAction.orbitRel H (Colouring k))) := Nat.card_eq_fintype_card
  have hs : ∑ σ ∈ S, k ^ cycles σ = ∑ σ : H, k ^ cycles σ.1 := Finset.sum_subtype S hS _
  have hm : ((S.val.map cycles).map (fun c => k ^ c)).sum = ∑ σ ∈ S, k ^ cycles σ := by
    rw [Multiset.map_map]; rfl
  rw [hm, hs, hq, ← hc, ← hb]
  refine Finset.sum_congr rfl fun σ _ => ?_
  exact Nat.card_eq_fintype_card.symm.trans (card_fixed k σ.1)

/-- Twelve times the number of colourings distinct under rotations is `k^4 + 11 k^2`. -/
theorem rotation_classes (k : ℕ) :
    Nat.card (Classes (alternatingGroup (Fin 4)) k) * 12 = k ^ 4 + 11 * k ^ 2 := by
  have h := burnside k (alternatingGroup (Fin 4))
    (Finset.univ.filter fun σ => Perm.sign σ = 1) (by simp [Perm.mem_alternatingGroup])
  have hc : (Finset.univ.filter fun σ : Perm (Fin 4) => Perm.sign σ = 1).card = 12 := by
    decide +kernel
  -- the identity has four cycles, the other eleven rotations have two
  have hm : (Finset.univ.filter fun σ : Perm (Fin 4) => Perm.sign σ = 1).val.map cycles
      = 4 ::ₘ Multiset.replicate 11 2 := by decide +kernel
  rw [hc, hm] at h
  rw [h]
  simp
  ring

theorem choose_four (k : ℕ) : (k + 3).choose 4 * 24 = k * (k + 1) * (k + 2) * (k + 3) := by
  have h1 : (k + 3) * (k + 2).choose 3 = (k + 3).choose 4 * 4 :=
    Nat.add_one_mul_choose_eq (k + 2) 3
  have h2 : (k + 2) * (k + 1).choose 2 = (k + 2).choose 3 * 3 :=
    Nat.add_one_mul_choose_eq (k + 1) 2
  have h3 : (k + 1) * k.choose 1 = (k + 1).choose 2 * 2 := Nat.add_one_mul_choose_eq k 1
  calc (k + 3).choose 4 * 24 = ((k + 3).choose 4 * 4) * 6 := by ring
    _ = (k + 3) * ((k + 2).choose 3 * 3) * 2 := by rw [← h1]; ring
    _ = (k + 3) * (k + 2) * ((k + 1).choose 2 * 2) := by rw [← h2]; ring
    _ = k * (k + 1) * (k + 2) * (k + 3) := by rw [← h3, Nat.choose_one_right]; ring

/-- The number of colourings distinct under all site permutations is `choose (k+3) 4`. -/
theorem permutation_classes (k : ℕ) : Nat.card (Classes ⊤ k) = (k + 3).choose 4 := by
  have h := burnside k ⊤ Finset.univ (by simp)
  have hc : (Finset.univ : Finset (Perm (Fin 4))).card = 24 := by decide +kernel
  have hm : (Finset.univ : Finset (Perm (Fin 4))).val.map cycles = 4 ::ₘ
      (Multiset.replicate 6 3 + Multiset.replicate 11 2 + Multiset.replicate 6 1) := by
    decide +kernel
  rw [hc, hm] at h
  simp only [Multiset.map_cons, Multiset.map_add, Multiset.map_replicate, Multiset.sum_cons,
    Multiset.sum_add, Multiset.sum_replicate, smul_eq_mul] at h
  have h4 := choose_four k
  have h5 : Nat.card (Classes ⊤ k) * 24 = (k + 3).choose 4 * 24 := by
    rw [h, h4]; ring
  omega

/-- A tetrahedral centre is chiral exactly when its four substituents are all different. -/
theorem isChiral_iff_injective {k : ℕ} (f : Colouring k) :
    IsChiral f ↔ Function.Injective (f : Fin 4 → Fin k) := by
  have h01 : (0 : Fin 4) ≠ 1 := by decide
  constructor
  · intro h i j hij
    by_contra hne
    -- exchanging two equal substituents changes nothing but the parity
    have hfix : swap i j • f = f := by
      refine funext fun x => ?_
      show f ((swap i j)⁻¹ x) = f x
      rw [swap_inv, swap_apply_def]
      split_ifs with h1 h2
      · rw [h1]; exact hij.symm
      · rw [h2]; exact hij
      · rfl
    refine h (swap 0 1 * swap i j) ?_ ((mul_smul _ _ _).trans
      (congrArg (fun g : Colouring k => swap (0 : Fin 4) 1 • g) hfix))
    rw [Perm.mem_alternatingGroup, map_mul, Perm.sign_swap h01, Perm.sign_swap hne,
      neg_mul_neg, one_mul]
  · intro hf σ hσ h
    have e : σ⁻¹ = (swap (0 : Fin 4) 1)⁻¹ :=
      Equiv.ext fun x => hf (congrArg (fun g : Colouring k => g x) h)
    rw [Perm.mem_alternatingGroup, inv_injective e, Perm.sign_swap h01] at hσ
    exact absurd hσ (by decide)

/-- The number of enantiomer pairs is `choose k 4`. -/
theorem card_enantiomerPairs (k : ℕ) : Nat.card (enantiomerPairs k) = k.choose 4 := by
  -- place each set of four substituent types on the sites in increasing order
  let p : {s : Finset (Fin k) // s.card = 4} → Colouring k :=
    fun s i => s.1.orderEmbOfFin s.2 i
  let F : {s : Finset (Fin k) // s.card = 4} → Classes ⊤ k := fun s => Quotient.mk _ (p s)
  have hp : ∀ s, Function.Injective (p s : Fin 4 → Fin k) :=
    fun s => (s.1.orderEmbOfFin s.2).injective
  have hF : Function.Injective F := by
    intro s t h
    obtain ⟨σ, hσ⟩ := Quotient.exact h
    refine Subtype.ext (Finset.eq_of_subset_of_card_le (fun x hx => ?_) (by rw [s.2, t.2]))
    have hx' : x ∈ Set.range (s.1.orderEmbOfFin s.2) := by
      rw [Finset.range_orderEmbOfFin]; exact hx
    obtain ⟨i, rfl⟩ := hx'
    have e : t.1.orderEmbOfFin t.2 ((σ.1)⁻¹ i) = s.1.orderEmbOfFin s.2 i :=
      congrArg (fun g : Colouring k => g i) hσ
    rw [← e]
    exact Finset.orderEmbOfFin_mem _ _ _
  have hr : enantiomerPairs k = Set.range F := by
    ext q
    constructor
    · rintro ⟨f, hf, rfl⟩
      have hi := (isChiral_iff_injective f).1 hf
      let s : {s : Finset (Fin k) // s.card = 4} :=
        ⟨Finset.univ.image (f : Fin 4 → Fin k), by
          rw [Finset.card_image_of_injective _ hi, Finset.card_univ, Fintype.card_fin]⟩
      have hm : ∀ i, ∃ j, f j = p s i := fun i => by
        obtain ⟨j, _, hj⟩ := Finset.mem_image.1 (Finset.orderEmbOfFin_mem s.1 s.2 i)
        exact ⟨j, hj⟩
      choose g hg using hm
      have gi : Function.Injective g := fun a b hab =>
        hp s ((hg a).symm.trans ((congrArg f hab).trans (hg b)))
      let e : Perm (Fin 4) := Equiv.ofBijective g (Finite.injective_iff_bijective.1 gi)
      exact ⟨s, Quotient.sound ⟨⟨e⁻¹, Subgroup.mem_top _⟩, funext fun i => hg i⟩⟩
    · rintro ⟨s, rfl⟩
      exact ⟨p s, (isChiral_iff_injective _).2 (hp s), rfl⟩
  rw [hr, Nat.card_congr (Equiv.ofInjective F hF).symm, Nat.card_eq_fintype_card,
    Fintype.card_finset_len, Fintype.card_fin]

theorem choose_add_choose : ∀ k : ℕ,
    ((k + 3).choose 4 + k.choose 4) * 12 = k ^ 4 + 11 * k ^ 2
  | 0 => by decide
  | 1 => by decide
  | 2 => by decide
  | m + 3 => by
    have h1 := choose_four (m + 3)
    have h2 := choose_four m
    nlinarith [h1, h2]

/-- The number of colourings distinct under rotations is the number distinct under all site
permutations plus the number of enantiomer pairs. -/
theorem rotation_classes_eq_add_enantiomerPairs (k : ℕ) :
    Nat.card (Classes (alternatingGroup (Fin 4)) k) =
      Nat.card (Classes ⊤ k) + Nat.card (enantiomerPairs k) := by
  rw [permutation_classes, card_enantiomerPairs]
  have h1 := rotation_classes k
  have h2 := choose_add_choose k
  omega

end TetrahedralIsomers
```

```lean
#print axioms TetrahedralIsomers.rotation_classes_eq_add_enantiomerPairs
```

```
'TetrahedralIsomers.rotation_classes_eq_add_enantiomerPairs' depends on axioms: [propext, Classical.choice, Quot.sound]
```

## What the Lean definitions say about the molecule

`Colouring k` is the type of maps from `Fin 4`, the sites, to `Fin k`, the substituent types. A colouring may use fewer than \(k\) types, so the totals cover all compositions drawn from the available set. The `MulAction` instance is the rule \((\sigma f)(i)=f(\sigma^{-1}i)\).

`Classes H k` is the set of colourings modulo a group `H` of site permutations. With `alternatingGroup (Fin 4)` it counts what rotations can't superimpose; with `⊤`, the full permutation group, it counts compositions. `mirror` fixes one reflection plane. Any other plane gives an image that differs only by a rotation, so the choice doesn't affect chirality. `IsChiral` is the mirror-image definition, with no mention of different substituents.

`enantiomerPairs k` is the set of classes under all permutations that contain a chiral colouring. A pair is thus represented by the one class that holds both enantiomers.

The main statements are:

- `rotation_classes`: the number of rotation classes times 12 is \(k^4+11k^2\).
- `permutation_classes`: the number of classes under all permutations is \(\binom{k+3}{4}\).
- `isChiral_iff_injective`: a colouring is chiral exactly when its four substituents are all different.
- `card_enantiomerPairs`: the number of enantiomer pairs is \(\binom{k}{4}\).
- `rotation_classes_eq_add_enantiomerPairs`: the first class count is the second plus the number of pairs.

The identification of rotations with even permutations is built into the definitions and is not derived from coordinates in space. It stands for an ideal tetrahedral skeleton. The substituents are structureless labels: they have no stereocentres or conformations of their own, and no ring links two sites.

Within this model of a single centre, the counts are useful when structures are enumerated for electronic-structure calculations. Isolated enantiomers have equal energies under the usual electrostatic Hamiltonian, so for \(k=4\) the 36 structures need only 35 energies.

## How the proof follows the count

**Fixed colourings.** `rep σ i` is the lowest-numbered site in the cycle through `i`, and `cycles σ` counts the sites that represent themselves. In `card_fixed`, three facts about `rep` are settled by `decide +kernel`, which runs through all 24 permutations and four sites: it is constant along a cycle, applying it twice changes nothing, and its value is reached from `i` by at most three steps of `σ`. They support the bijection `e` between fixed colourings and free choices on the representative sites, which gives \(k^{c(\sigma)}\).

**Orbit counting.** `burnside` combines Mathlib's form of Burnside's lemma with `card_fixed`. It writes the sum over a list of cycle numbers that doesn't involve \(k\). The two class-count theorems can therefore find that list by finite enumeration while \(k\) stays arbitrary: one 4 and eleven 2s for the rotations, with six 3s and six 1s added for the full group. `choose_four` supplies \(24\binom{k+3}{4}=k(k+1)(k+2)(k+3)\) by applying the identity \((n+1)\binom{n}{r}=(r+1)\binom{n+1}{r+1}\) three times.

**Chirality.** `isChiral_iff_injective` follows the two cases above. In the first, `hfix` records that exchanging equal substituents leaves the colouring unchanged, and the product of two exchanges is shown to be even. In the second, injectivity turns the equality of colourings into an equality of permutations, and the signs contradict each other.

**Enantiomer pairs.** In `card_enantiomerPairs`, the map `p` places a four-element set of types on the sites in increasing order, and `F` takes the class of the result. `hF` shows that different sets give different classes, because permuting sites doesn't change which types are present. `hr` shows that the classes reached are exactly the chiral ones: a chiral colouring has four different values, and a permutation brings them into increasing order. The number of four-element subsets of `Fin k` is then \(\binom{k}{4}\).

**The difference.** `choose_add_choose` proves the algebraic identity in the form \(12\left[\binom{k+3}{4}+\binom{k}{4}\right]=k^4+11k^2\). It evaluates \(k=0,1,2\) directly and, for \(k=m+3\), uses `choose_four` at \(m+3\) and at \(m\). The last theorem compares this with `rotation_classes`, and `omega` cancels the factor 12. Lean thus reaches the difference by arithmetic, while the splitting of each chiral class into two halves of 12 remains an argument by hand.
